# The second-order quadrupolar level shift in closed form, for every spin I

Let V be the off-diagonal quadrupolar coupling

V = a(Iz I₊ + I₊ Iz) + b I₊² + adjoint,

with complex numbers a and b. For every spin I and every level m, the second-order sum over the other levels n is

Σ_{n≠m} |V_nm|²/(m − n) = 2m[ |b|²(2X − 2m² − 1) − |a|²(4X − 8m² − 1) ],  X = I(I+1).

For an isolated quadrupolar nucleus in high field, with Zeeman energy m and all energies in units of the Larmor frequency, this formula gives the second-order part of the level shifts; the part of the interaction that is diagonal in m adds a first-order shift, which is not treated here. Each assumption below enters the calculation at a definite place.

```lean
import Mathlib

open Matrix Finset

namespace QuadrupolarSecondOrderShift

noncomputable section
```

## Zeeman levels one Larmor unit apart

The unperturbed energy of level m is m, in units of the Larmor frequency. Physically, the field is strong enough for the Zeeman term to dominate. Lean writes I = N/2 and numbers the levels k = 0, …, N, so that m = k − N/2.

```lean
/-- The magnetic quantum number `m = k - I` of level `k`, for spin `I = N/2`. -/
def mz (N k : ℕ) : ℝ := k - N / 2
```

By hand, this fixes the denominators m − n at −1, +1, −2 and +2 for n = m+1, m−1, m+2 and m−2. In the proof they are the facts named `d`. With unequal spacing the denominators would depend on m, and the result would generally change. If the Zeeman energy is −m instead, every shift changes sign.

## A complete spin multiplet

The ladder coefficients are those of a single spin I:

λ(m) = X − m(m+1),  I₊|m⟩ = √λ(m) |m+1⟩.

```lean
/-- The number `X = I(I+1)` for spin `I = N/2`. -/
def casimir (N : ℕ) : ℝ := N / 2 * (N / 2 + 1)

/-- The squared ladder coefficient `I(I+1) - m(m+1)`. -/
def ladderSq (N k : ℕ) : ℝ := casimir N - mz N k * (mz N k + 1)

/-- The matrix of `Iz` in the Zeeman basis. -/
def Iz (N : ℕ) : Matrix (Fin (N + 1)) (Fin (N + 1)) ℂ :=
  Matrix.diagonal fun k => ((mz N k : ℝ) : ℂ)

/-- The matrix of the raising operator `I+` in the Zeeman basis. -/
def Ip (N : ℕ) : Matrix (Fin (N + 1)) (Fin (N + 1)) ℂ :=
  fun j k => if (j : ℕ) = k + 1 then ((√(ladderSq N k) : ℝ) : ℂ) else 0
```

The derivation uses this twice: for the size of the couplings, and at the edges, where λ(I) = λ(−I−1) = 0. A term leading out of the multiplet therefore carries a zero factor, and one formula serves all levels. If the multiplet were truncated, that factor would generally not vanish at the new edge and the formula would fail there.

## A Hermitian coupling that changes m by one or two

The numbers a and b stand for the strength of the quadrupolar interaction, in Larmor units, and for the asymmetry of the electric field gradient and its orientation relative to the magnetic field. They are free parameters here, not derived from a tensor. The secular part of the interaction is diagonal in m, so it does not enter the second-order sum and is left out of V.

```lean
/-- The part `a (Iz I+ + I+ Iz) + b I+²` of the quadrupolar coupling that raises `m`. -/
def raising (N : ℕ) (a b : ℂ) : Matrix (Fin (N + 1)) (Fin (N + 1)) ℂ :=
  a • (Iz N * Ip N + Ip N * Iz N) + b • (Ip N * Ip N)

/-- The off-diagonal quadrupolar coupling `V`: the raising part plus its adjoint. -/
def quadV (N : ℕ) (a b : ℂ) : Matrix (Fin (N + 1)) (Fin (N + 1)) ℂ :=
  raising N a b + (raising N a b)ᴴ
```

Acting on |m⟩, the two raising terms give

|V_{m+1,m}|² = |a|²(2m+1)² λ(m)
|V_{m+2,m}|² = |b|² λ(m) λ(m+1).

The adjoint supplies the downward couplings:

|V_{m−1,m}|² = |a|²(2m−1)² λ(m−1)
|V_{m−2,m}|² = |b|² λ(m−1) λ(m−2).

Without the adjoint, only the upward pair would remain and the cancellations below would be lost. A related slip is to use the upward coupling for both neighbours: the |a|² terms of an interior level then cancel completely.

## The sum runs over the other levels only

The shift is defined as the perturbation sum itself, with n = m removed by `univ.erase k`. In Lean, `n` and `k` are level indices, and their quantum numbers are `mz N n` and `mz N k`.

```lean
/-- The second-order energy shift of level `k`, in Larmor units: the sum of
`|V_nm|² / (m - n)` over all other levels. -/
def secondOrderShift (N : ℕ) (a b : ℂ) (k : Fin (N + 1)) : ℝ :=
  ∑ n ∈ univ.erase k, ‖quadV N a b n k‖ ^ 2 / (mz N k - mz N n)
```

With the four couplings, the sum is

|a|²[(2m−1)² λ(m−1) − (2m+1)² λ(m)] + ½|b|²[λ(m−1)λ(m−2) − λ(m)λ(m+1)].

Set u = X − m². Then λ(m) = u − m, λ(m−1) = u + m, λ(m+1) = u − 2 − 3m and λ(m−2) = u − 2 + 3m. The first bracket is

(4m²+1)·2m − 4m·2u = −2m(4X − 8m² − 1),

and half the second is

½[6mu + 2m(u−2)] = 2m(2u − 1) = 2m(2X − 2m² − 1).

This is the stated result.

The shift could also have been modelled as the second-order coefficient of an eigenvalue of Iz + εV. The theorem would then speak about the spectrum directly, but it would need a perturbation theorem for simple eigenvalues as well as this algebra.

## How the edge factors and couplings enter the proof

`ladderSq_eq` factorises λ as (k+1)(N−k), which makes the zero at the top level visible, and `ladderSq_nonneg` justifies squaring the roots. `sum_level` evaluates a sum with at most one non-zero term; if the target level does not exist, it requires that term's value to be zero.

```lean
lemma ladderSq_eq (N k : ℕ) : ladderSq N k = ((k : ℝ) + 1) * (N - k) := by
  simp only [ladderSq, casimir, mz]
  ring

lemma ladderSq_nonneg {N k : ℕ} (h : k ≤ N) : 0 ≤ ladderSq N k := by
  rw [ladderSq_eq]
  have h' : (k : ℝ) ≤ N := by exact_mod_cast h
  exact mul_nonneg (by positivity) (by linarith)

lemma sum_level {R : Type*} [AddCommMonoid R] {N : ℕ} (s q : ℕ) (x : R)
    (h : (∀ n : Fin (N + 1), (n : ℕ) + s ≠ q) → x = 0) :
    ∑ n : Fin (N + 1), (if (n : ℕ) + s = q then x else 0) = x := by
  by_cases hn : ∃ n : Fin (N + 1), (n : ℕ) + s = q
  · obtain ⟨n0, h0⟩ := hn
    rw [Finset.sum_eq_single n0]
    · exact if_pos h0
    · intro n _ hne
      exact if_neg fun hh => hne (Fin.ext (by omega))
    · intro h'
      exact absurd (Finset.mem_univ _) h'
  · have hx : x = 0 := h fun n hh => hn ⟨n, hh⟩
    simp [hx]
```

The next lemmas compute the entries of I₊, of Iz I₊ + I₊ Iz and of I₊².

```lean
lemma Ip_apply (N : ℕ) (j k : Fin (N + 1)) :
    Ip N j k = if (j : ℕ) = k + 1 then ((√(ladderSq N k) : ℝ) : ℂ) else 0 := rfl

lemma lin_apply (N : ℕ) (j k : Fin (N + 1)) :
    (Iz N * Ip N + Ip N * Iz N) j k = ((mz N j + mz N k : ℝ) : ℂ) * Ip N j k := by
  rw [Matrix.add_apply, Iz, Matrix.diagonal_mul, Matrix.mul_diagonal]
  push_cast
  ring

lemma sq_apply (N : ℕ) (j k : Fin (N + 1)) :
    (Ip N * Ip N) j k = if (j : ℕ) = k + 2 then
      ((√(ladderSq N (k + 1)) * √(ladderSq N k) : ℝ) : ℂ) else 0 := by
  have hj := j.isLt
  rw [Matrix.mul_apply]
  by_cases h : (j : ℕ) = k + 2
  · rw [if_pos h, Finset.sum_eq_single (⟨k + 1, by omega⟩ : Fin (N + 1))]
    · rw [Ip_apply, Ip_apply, if_pos h, if_pos rfl, Complex.ofReal_mul]
    · intro l _ hl
      have hl' : ¬ (l : ℕ) = k + 1 := fun e => hl (Fin.ext e)
      rw [Ip_apply N l k, if_neg hl', mul_zero]
    · intro h'
      exact absurd (Finset.mem_univ _) h'
  · rw [if_neg h]
    refine Finset.sum_eq_zero fun l _ => ?_
    by_cases hl : (l : ℕ) = k + 1
    · have hj' : ¬ (j : ℕ) = l + 1 := by omega
      rw [Ip_apply N j l, if_neg hj', zero_mul]
    · rw [Ip_apply N l k, if_neg hl, mul_zero]
```

Two theorems check the matrices against standard relations for a spin: [Iz, I₊] = I₊, and Iz² + Iz + I₊†I₊ = X times the identity.

```lean
/-- The raising operator lifts `m` by one unit: `[Iz, I+] = I+`. -/
theorem Iz_Ip_commutator (N : ℕ) : Iz N * Ip N - Ip N * Iz N = Ip N := by
  ext j k
  rw [Matrix.sub_apply, Iz, Matrix.diagonal_mul, Matrix.mul_diagonal, Ip_apply]
  by_cases h : (j : ℕ) = k + 1
  · rw [if_pos h]
    simp only [mz, h]
    push_cast
    ring
  · rw [if_neg h]
    ring

/-- The matrix `Iz² + Iz + I+† I+` is `I(I+1)` times the identity. -/
theorem spin_casimir (N : ℕ) :
    Iz N * Iz N + Iz N + (Ip N)ᴴ * Ip N = ((casimir N : ℝ) : ℂ) • 1 := by
  have key : (Ip N)ᴴ * Ip N =
      Matrix.diagonal (fun k : Fin (N + 1) => ((ladderSq N k : ℝ) : ℂ)) := by
    ext j k
    have hj := j.isLt
    rw [Matrix.mul_apply]
    by_cases h : j = k
    · subst h
      rw [Matrix.diagonal_apply_eq]
      refine Eq.trans ?_ (sum_level (N := N) 0 (j + 1) ((ladderSq N j : ℝ) : ℂ) ?_)
      · refine Finset.sum_congr rfl fun l _ => ?_
        rw [Matrix.conjTranspose_apply, Ip_apply, add_zero]
        by_cases hl : (l : ℕ) = j + 1
        · rw [if_pos hl, if_pos hl, Complex.star_def, Complex.conj_ofReal,
            ← Complex.ofReal_mul, Real.mul_self_sqrt (ladderSq_nonneg (by omega))]
        · rw [if_neg hl, if_neg hl, mul_zero]
      · -- the top level cannot be raised
        intro h
        have hk : (j : ℕ) = N := by
          by_contra hne
          exact h ⟨j + 1, by omega⟩ rfl
        rw [ladderSq_eq, hk]
        simp
    · rw [Matrix.diagonal_apply_ne _ h]
      refine Finset.sum_eq_zero fun l _ => ?_
      rw [Matrix.conjTranspose_apply]
      by_cases hl : (l : ℕ) = j + 1
      · have hl' : ¬ (l : ℕ) = k + 1 := fun e => h (Fin.ext (by omega))
        rw [Ip_apply N l k, if_neg hl', mul_zero]
      · rw [Ip_apply N l j, if_neg hl, star_zero, zero_mul]
  rw [key]
  ext j k
  by_cases h : j = k
  · subst h
    simp only [Iz, ladderSq, Matrix.add_apply, Matrix.diagonal_mul_diagonal,
      Matrix.diagonal_apply_eq, Matrix.smul_apply, Matrix.one_apply_eq, smul_eq_mul]
    push_cast
    ring
  · simp [Iz, h]
```

The squared couplings follow, together with the vanishing of all other entries of the raising part.

```lean
/-- The squared modulus of the raising part's matrix entry from level `m` to `m+1` is `|a|² (2m+1)²
(I(I+1) - m(m+1))`. -/
theorem raising_one (N : ℕ) (a b : ℂ) (j k : Fin (N + 1)) (h : (j : ℕ) = k + 1) :
    ‖raising N a b j k‖ ^ 2 = ‖a‖ ^ 2 * ((2 * mz N k + 1) ^ 2 * ladderSq N k) := by
  have h2 : ¬ (j : ℕ) = k + 2 := by omega
  have hm : mz N j = mz N k + 1 := by
    simp only [mz, h]
    push_cast
    ring
  have e : raising N a b j k = a * (((2 * mz N k + 1) * √(ladderSq N k) : ℝ) : ℂ) := by
    rw [raising, Matrix.add_apply, Matrix.smul_apply, Matrix.smul_apply, lin_apply,
      sq_apply, if_neg h2, Ip_apply, if_pos h, hm, smul_eq_mul, smul_zero]
    push_cast
    ring
  rw [e, norm_mul, Complex.norm_real, Real.norm_eq_abs, mul_pow, sq_abs, mul_pow,
    Real.sq_sqrt (ladderSq_nonneg (Nat.le_of_lt_succ k.isLt))]

/-- The squared modulus of the raising part's matrix entry from level `m` to `m+2` is `|b|²` times
the product of the two squared ladder coefficients on the way. -/
theorem raising_two (N : ℕ) (a b : ℂ) (j k : Fin (N + 1)) (h : (j : ℕ) = k + 2) :
    ‖raising N a b j k‖ ^ 2 = ‖b‖ ^ 2 * (ladderSq N (k + 1) * ladderSq N k) := by
  have hj := j.isLt
  have h1 : ¬ (j : ℕ) = k + 1 := by omega
  have e : raising N a b j k =
      b * ((√(ladderSq N (k + 1)) * √(ladderSq N k) : ℝ) : ℂ) := by
    rw [raising, Matrix.add_apply, Matrix.smul_apply, Matrix.smul_apply, lin_apply,
      sq_apply, if_pos h, Ip_apply, if_neg h1, mul_zero, smul_zero, zero_add, smul_eq_mul]
  rw [e, norm_mul, Complex.norm_real, Real.norm_eq_abs, mul_pow, sq_abs, mul_pow,
    Real.sq_sqrt (ladderSq_nonneg (by omega)), Real.sq_sqrt (ladderSq_nonneg (by omega))]

lemma raising_other (N : ℕ) (a b : ℂ) (j k : Fin (N + 1)) (h1 : ¬ (j : ℕ) = k + 1)
    (h2 : ¬ (j : ℕ) = k + 2) : raising N a b j k = 0 := by
  rw [raising, Matrix.add_apply, Matrix.smul_apply, Matrix.smul_apply, lin_apply,
    sq_apply, if_neg h2, Ip_apply, if_neg h1, mul_zero, smul_zero, smul_zero, add_zero]
```

In the main theorem, `A`, `B`, `C` and `D` are the contributions from m+1, m−1, m+2 and m−2. The statement `key` splits each summand into these cases, and `zA` to `zD` show that contributions from missing levels vanish. The proof can restore the omitted term n = m because Lean sets division by zero to zero. The final `ring` does the algebra above.

```lean
/-- The second-order quadrupolar shift of the level `m` of any spin `I`, in Larmor units, is
`2m (|b|² (2X - 2m² - 1) - |a|² (4X - 8m² - 1))` with `X = I(I+1)`. -/
theorem secondOrderShift_eq (N : ℕ) (a b : ℂ) (k : Fin (N + 1)) :
    secondOrderShift N a b k = 2 * mz N k *
      (‖b‖ ^ 2 * (2 * casimir N - 2 * mz N k ^ 2 - 1)
        - ‖a‖ ^ 2 * (4 * casimir N - 8 * mz N k ^ 2 - 1)) := by
  have hk := k.isLt
  -- the four possible contributions, from m+1, m-1, m+2 and m-2
  obtain ⟨A, hA⟩ : ∃ A : ℝ, A = -(‖a‖ ^ 2 * ((2 * (k : ℝ) - N + 1) ^ 2 *
    (((k : ℝ) + 1) * (N - k)))) := ⟨_, rfl⟩
  obtain ⟨B, hB⟩ : ∃ B : ℝ, B = ‖a‖ ^ 2 * ((2 * (k : ℝ) - N - 1) ^ 2 *
    ((k : ℝ) * (N - k + 1))) := ⟨_, rfl⟩
  obtain ⟨C, hC⟩ : ∃ C : ℝ, C = -(‖b‖ ^ 2 * ((((k : ℝ) + 1) * (N - k)) *
    (((k : ℝ) + 2) * (N - k - 1))) / 2) := ⟨_, rfl⟩
  obtain ⟨D, hD⟩ : ∃ D : ℝ, D = ‖b‖ ^ 2 * (((k : ℝ) * (N - k + 1)) *
    (((k : ℝ) - 1) * (N - k + 2))) / 2 := ⟨_, rfl⟩
  have key : ∀ n : Fin (N + 1), ‖quadV N a b n k‖ ^ 2 / (mz N k - mz N n) =
      (if (n : ℕ) + 0 = k + 1 then A else 0) + (if (n : ℕ) + 1 = k then B else 0)
      + (if (n : ℕ) + 0 = k + 2 then C else 0) + (if (n : ℕ) + 2 = k then D else 0) := by
    intro n
    have hV : quadV N a b n k = raising N a b n k + star (raising N a b k n) := by
      rw [quadV, Matrix.add_apply, Matrix.conjTranspose_apply]
    by_cases h1 : (n : ℕ) = k + 1
    · have hn : (n : ℝ) = k + 1 := by exact_mod_cast h1
      have d : mz N k - mz N n = -1 := by simp only [mz, hn]; ring
      have L : ‖quadV N a b n k‖ ^ 2 / (mz N k - mz N n) = A := by
        rw [hV, raising_other N a b k n (by omega) (by omega), star_zero, add_zero,
          raising_one N a b n k h1, d, hA, ladderSq_eq, mz]
        ring
      rw [L]
      split_ifs <;> first | (exfalso; omega) | ring
    by_cases h2 : (k : ℕ) = n + 1
    · have hn : (k : ℝ) = n + 1 := by exact_mod_cast h2
      have d : mz N k - mz N n = 1 := by simp only [mz, hn]; ring
      have L : ‖quadV N a b n k‖ ^ 2 / (mz N k - mz N n) = B := by
        rw [hV, raising_other N a b n k (by omega) (by omega), zero_add, norm_star,
          raising_one N a b k n h2, d, hB, ladderSq_eq, mz, hn]
        ring
      rw [L]
      split_ifs <;> first | (exfalso; omega) | ring
    by_cases h3 : (n : ℕ) = k + 2
    · have hn : (n : ℝ) = k + 2 := by exact_mod_cast h3
      have d : mz N k - mz N n = -2 := by simp only [mz, hn]; ring
      have L : ‖quadV N a b n k‖ ^ 2 / (mz N k - mz N n) = C := by
        rw [hV, raising_other N a b k n (by omega) (by omega), star_zero, add_zero,
          raising_two N a b n k h3, d, hC, ladderSq_eq, ladderSq_eq]
        push_cast
        ring
      rw [L]
      split_ifs <;> first | (exfalso; omega) | ring
    by_cases h4 : (k : ℕ) = n + 2
    · have hn : (k : ℝ) = n + 2 := by exact_mod_cast h4
      have d : mz N k - mz N n = 2 := by simp only [mz, hn]; ring
      have L : ‖quadV N a b n k‖ ^ 2 / (mz N k - mz N n) = D := by
        rw [hV, raising_other N a b n k (by omega) (by omega), zero_add, norm_star,
          raising_two N a b k n h4, d, hD, ladderSq_eq, ladderSq_eq, hn]
        push_cast
        ring
      rw [L]
      split_ifs <;> first | (exfalso; omega) | ring
    · have L : ‖quadV N a b n k‖ ^ 2 / (mz N k - mz N n) = 0 := by
        rw [hV, raising_other N a b n k h1 h3, raising_other N a b k n h2 h4]
        simp
      rw [L]
      split_ifs <;> first | (exfalso; omega) | ring
  -- contributions from outside the multiplet vanish
  have zA : (∀ n : Fin (N + 1), (n : ℕ) + 0 ≠ k + 1) → A = 0 := by
    intro h
    have e : (k : ℕ) = N := by
      by_contra hne
      exact h ⟨k + 1, by omega⟩ rfl
    rw [hA, e]
    ring
  have zB : (∀ n : Fin (N + 1), (n : ℕ) + 1 ≠ k) → B = 0 := by
    intro h
    have e : (k : ℕ) = 0 := by
      by_contra hne
      exact h ⟨k - 1, by omega⟩ (show (k : ℕ) - 1 + 1 = k by omega)
    rw [hB, e]
    simp
  have zC : (∀ n : Fin (N + 1), (n : ℕ) + 0 ≠ k + 2) → C = 0 := by
    intro h
    have e : (k : ℕ) = N ∨ N = (k : ℕ) + 1 := by
      by_contra hne
      exact h ⟨k + 2, by omega⟩ rfl
    rcases e with e | e
    · rw [hC, e]
      ring
    · have e' : (N : ℝ) = k + 1 := by exact_mod_cast e
      rw [hC, e']
      ring
  have zD : (∀ n : Fin (N + 1), (n : ℕ) + 2 ≠ k) → D = 0 := by
    intro h
    have e : (k : ℕ) = 0 ∨ (k : ℕ) = 1 := by
      by_contra hne
      exact h ⟨k - 2, by omega⟩ (show (k : ℕ) - 2 + 2 = k by omega)
    rcases e with e | e <;> rw [hD, e] <;> simp
  rw [secondOrderShift, Finset.sum_erase _ (by simp),
    Finset.sum_congr rfl (fun n _ => key n), Finset.sum_add_distrib,
    Finset.sum_add_distrib, Finset.sum_add_distrib, sum_level 0 _ A zA,
    sum_level 1 _ B zB, sum_level 0 _ C zC, sum_level 2 _ D zD, hA, hB, hC, hD]
  simp only [mz, casimir]
  ring
```

Since the bracket depends only on m², the shift is odd in m. `Fin.rev` exchanges the levels m and −m.

```lean
/-- The levels `m` and `-m` are shifted by opposite amounts. -/
theorem secondOrderShift_rev (N : ℕ) (a b : ℂ) (k : Fin (N + 1)) :
    secondOrderShift N a b (Fin.rev k) = -secondOrderShift N a b k := by
  have hk := k.isLt
  have h : ((Fin.rev k : Fin (N + 1)) : ℕ) + k = N := by
    rw [Fin.val_rev]
    omega
  have h' : (((Fin.rev k : Fin (N + 1)) : ℕ) : ℝ) + k = N := by exact_mod_cast h
  have hm : mz N (Fin.rev k : Fin (N + 1)) = -mz N k := by
    simp only [mz]
    linarith
  rw [secondOrderShift_eq, secondOrderShift_eq, hm]
  ring
```

## Half-integer spin, so that levels ±1/2 exist

The central transition joins m = −1/2 and m = 1/2, which requires I = p + 1/2, or N = 2p + 1. In Lean these levels have indices p and p + 1. At m = 1/2 the shift is |b|²(2X − 3/2) − |a|²(4X − 3), and at m = −1/2 it is the opposite. The difference is

(4X − 3)(|b|² − 2|a|²).

An integer spin has no such pair of levels.

```lean
/-- For half-integer spin `I = p + 1/2`, the shift of level `1/2` minus that of level `-1/2`
is `(4X - 3)(|b|² - 2|a|²)`. -/
theorem central_transition (p : ℕ) (a b : ℂ) :
    secondOrderShift (2 * p + 1) a b ⟨p + 1, by omega⟩
      - secondOrderShift (2 * p + 1) a b ⟨p, by omega⟩
      = (4 * casimir (2 * p + 1) - 3) * (‖b‖ ^ 2 - 2 * ‖a‖ ^ 2) := by
  rw [secondOrderShift_eq, secondOrderShift_eq]
  simp only [mz, casimir]
  push_cast
  ring
```

## Spin above 1/2, so that the coupling acts

The condition `0 < p` excludes I = 1/2, where V is zero and the levels stay unshifted for all a and b. By hand and in the proof, it is used to divide by 4X − 3 = 4p(p+2), which is then positive. The second-order displacement of the central transition therefore vanishes exactly when |b|² = 2|a|². For I = 1/2 this equivalence would fail, for example at a = 1, b = 0.

```lean
/-- For half-integer spin above `1/2`, the levels `1/2` and `-1/2` have equal second-order
shifts exactly when `|b|² = 2|a|²`. -/
theorem central_transition_unshifted_iff (p : ℕ) (hp : 0 < p) (a b : ℂ) :
    secondOrderShift (2 * p + 1) a b ⟨p + 1, by omega⟩
      = secondOrderShift (2 * p + 1) a b ⟨p, by omega⟩ ↔ ‖b‖ ^ 2 = 2 * ‖a‖ ^ 2 := by
  have hp' : (0 : ℝ) < p := by exact_mod_cast hp
  have hc : 4 * casimir (2 * p + 1) - 3 = 4 * (p : ℝ) * (p + 2) := by
    simp only [casimir]
    push_cast
    ring
  have hne : 4 * casimir (2 * p + 1) - 3 ≠ 0 := by
    rw [hc]
    positivity
  rw [← sub_eq_zero, central_transition, mul_eq_zero, or_iff_right hne, sub_eq_zero]

end

end QuadrupolarSecondOrderShift
```

```lean
#print axioms QuadrupolarSecondOrderShift.spin_casimir
#print axioms QuadrupolarSecondOrderShift.secondOrderShift_eq
#print axioms QuadrupolarSecondOrderShift.secondOrderShift_rev
#print axioms QuadrupolarSecondOrderShift.central_transition_unshifted_iff
```

```
'QuadrupolarSecondOrderShift.spin_casimir' depends on axioms: [propext, Classical.choice, Quot.sound]
'QuadrupolarSecondOrderShift.secondOrderShift_eq' depends on axioms: [propext, Classical.choice, Quot.sound]
'QuadrupolarSecondOrderShift.secondOrderShift_rev' depends on axioms: [propext, Classical.choice, Quot.sound]
'QuadrupolarSecondOrderShift.central_transition_unshifted_iff' depends on axioms: [propext, Classical.choice, Quot.sound]
```
